# The spin-one Cartesian angular momentum matrices have total square twice the identity

The theorem `casimir` concerns the three 3 × 3 complex matrices with entries (L_k)_ab = −i ε_kab, the Cartesian angular momentum matrices of spin one in units where ħ = 1. It states that L_x² + L_y² + L_z² = 2·1, which is the value l(l + 1) for l = 1. The attempt compares the two sides entry by entry, writes out the sum over the three axes, and replaces each product entry by the Kronecker-delta formula of `L_mul_apply`. It then splits into the nine choices of row and column and leaves each to `norm_num`.

The failing Lean file:

```lean
import Mathlib

open Matrix

namespace CartesianSpinOneQuadratic

noncomputable section

/-- The Levi-Civita symbol on three Cartesian axes: `1` for cyclic order, `-1` for anticyclic
order, and `0` when an index repeats. -/
def eps (i j k : Fin 3) : ℤ :=
  if j = i + 1 ∧ k = i + 2 then 1 else if j = i + 2 ∧ k = i + 1 then -1 else 0

/-- The Cartesian angular momentum matrices `(L_k)_ab = -i ε_kab`. -/
def L (k : Fin 3) : Matrix (Fin 3) (Fin 3) ℂ :=
  Matrix.of fun a b => -Complex.I * (eps k a b : ℂ)

/-- The matrix elements of a product of two angular momentum components are
`δ_ij δ_pq - δ_iq δ_pj`. -/
theorem L_mul_apply (i j p q : Fin 3) :
    (L i * L j) p q =
      (if i = j ∧ p = q then 1 else 0) - (if i = q ∧ p = j then 1 else 0) := by
  -- contraction of two Levi-Civita symbols, checked on all index values
  have key : ∀ i j p q : Fin 3,
      eps i p 0 * eps j 0 q + eps i p 1 * eps j 1 q + eps i p 2 * eps j 2 q =
        (if i = q ∧ p = j then 1 else 0) - (if i = j ∧ p = q then 1 else 0) := by
    decide
  have h := congrArg (Int.cast : ℤ → ℂ) (key i j p q)
  push_cast at h
  simp only [Matrix.mul_apply, L, Matrix.of_apply, Fin.sum_univ_three]
  linear_combination ((eps i p 0 : ℂ) * eps j 0 q + (eps i p 1 : ℂ) * eps j 1 q
    + (eps i p 2 : ℂ) * eps j 2 q) * Complex.I_sq - h

/-- The Casimir operator `L_x² + L_y² + L_z²` is twice the identity. -/
theorem casimir : ∑ k, L k * L k = (2 : ℂ) • (1 : Matrix (Fin 3) (Fin 3) ℂ) := by
  ext p q
  simp only [Fin.sum_univ_three, Matrix.add_apply, L_mul_apply, Matrix.smul_apply,
    Matrix.one_apply, smul_eq_mul]
  fin_cases p <;> fin_cases q <;> norm_num

end

end CartesianSpinOneQuadratic
```

The compiler's answer:

```
Main.lean:35:79: error: unsolved goals
case «0».«0»
⊢ 1 + (1 - if 2 = 0 ∧ 0 = 2 then 1 else 0) = 2

case «0».«1»
⊢ 2 = 1 → ¬0 = 2

case «0».«2»
⊢ 2 = ⟨2, ⋯⟩ → ¬0 = 2

case «1».«0»
⊢ 2 = 0 → ¬1 = 2

case «1».«1»
⊢ 1 + (1 - if 2 = 1 ∧ 1 = 2 then 1 else 0) = 2

case «1».«2»
⊢ 2 = ⟨2, ⋯⟩ → ¬1 = 2

case «2».«0»
⊢ 2 = 0 → ¬⟨2, ⋯⟩ = 2

case «2».«1»
⊢ 2 = 1 → ¬⟨2, ⋯⟩ = 2

case «2».«2»
⊢ (1 - if 2 = ⟨2, ⋯⟩ ∧ ⟨2, ⋯⟩ = 2 then 1 else 0) = 0
```

What went wrong. The single error lists nine unsolved goals, one for each matrix entry. All of them still contain equalities between explicit indices in `Fin 3`, such as `2 = 0`, `2 = 1` or `2 = ⟨2, ⋯⟩`. These are decidable by inspection, but `norm_num` did not evaluate them. Its numeral evaluation can't refute `2 = 0` here by appeal to characteristic zero, since arithmetic in `Fin 3` is modulo 3, and it also left the index `⟨2, ⋯⟩` produced by `fin_cases` in that form. The conditionals for the third axis therefore stayed unresolved on the diagonal, and off the diagonal they became implications such as `2 = 1 → ¬0 = 2`.

The repair runs `simp` first in each case. Its simplification procedures for `Fin` turn `⟨2, ⋯⟩` into the literal `2` and decide equalities between literals, so the conditionals reduce to 0 or 1. `norm_num` then runs on whatever goals remain, which are now plain arithmetic in the complex numbers.

Fix (accepted with no message):

```diff
@@ -37,5 +37,5 @@
   simp only [Fin.sum_univ_three, Matrix.add_apply, L_mul_apply, Matrix.smul_apply,
     Matrix.one_apply, smul_eq_mul]
-  fin_cases p <;> fin_cases q <;> norm_num
+  fin_cases p <;> fin_cases q <;> simp <;> norm_num
 
 end
```
